# Deleting the coupling between the first and third spins makes an all-ones three-spin damping matrix indefinite

Three spins have a real 3×3 damping matrix whose entries are all 1, and truncation sets the two entries linking the first and third spins to zero. The lemma states that the quadratic form xᵀDx of the full matrix is nonnegative for every real vector x, while the truncated form equals −1 at (1, −1, 1) and 7 at (1, 1, 1). These vectors are unnormalised; divided by their squared length 3, the values are −1/3 and 7/3. The attempt writes the full form as the square of the sum of the components, and leaves the two truncated values to `norm_num`, which is to expand the products and do the arithmetic.

An attempt in Lean 4 with a fault in it:

```lean
import Mathlib

open Matrix

namespace TruncationIndefinite

noncomputable section

/-- The all-ones damping matrix of three spins. -/
def fullDamping : Matrix (Fin 3) (Fin 3) ℝ := !![1, 1, 1; 1, 1, 1; 1, 1, 1]

/-- The all-ones damping matrix with the entries between the first and third spin deleted. -/
def truncatedDamping : Matrix (Fin 3) (Fin 3) ℝ := !![1, 1, 0; 1, 1, 1; 0, 1, 1]

/-- The all-ones damping form is nonnegative, while the truncated form takes both a negative and
a positive value. -/
theorem truncation_indefinite :
    (∀ x : Fin 3 → ℝ, 0 ≤ x ⬝ᵥ fullDamping *ᵥ x) ∧
    ![1, -1, 1] ⬝ᵥ truncatedDamping *ᵥ ![1, -1, 1] = -1 ∧
    ![1, 1, 1] ⬝ᵥ truncatedDamping *ᵥ ![1, 1, 1] = 7 := by
  refine ⟨fun x => ?_, ?_, ?_⟩
  · have hx : x ⬝ᵥ fullDamping *ᵥ x = (x 0 + x 1 + x 2) ^ 2 := by
      simp [fullDamping, dotProduct, mulVec, Fin.sum_univ_three]
      ring
    rw [hx]
    positivity
  · norm_num [truncatedDamping, dotProduct, mulVec, Fin.sum_univ_three]
  · norm_num [truncatedDamping, dotProduct, mulVec, Fin.sum_univ_three]

end

end TruncationIndefinite
```

Messages:

```
Main.lean:27:2: error: unsolved goals
case refine_2
⊢ ![1, 1, 0] 2 * ![1, -1, 1] 2 + -(![1, 1, 1] 2 * ![1, -1, 1] 2) +
      ![1, -1, 1] 2 *
        (vecCons 1 (fun i => vecCons 1 (fun i => 0) i) 2 + -vecCons 1 (fun i => vecCons 1 (fun i => 1) i) 2 +
          vecCons (![1, 1, 0] 2) (fun i => vecCons (![1, 1, 1] 2) (fun i => ![0, 1, 1] 2) i) 2 * ![1, -1, 1] 2) =
    -1
Main.lean:28:2: error: unsolved goals
case refine_3
⊢ 2 + ![1, 1, 0] 2 * ![1, 1, 1] 2 + (2 + ![1, 1, 1] 2 * ![1, 1, 1] 2) +
      ![1, 1, 1] 2 *
        (vecCons 1 (fun i => vecCons 1 (fun i => 0) i) 2 + vecCons 1 (fun i => vecCons 1 (fun i => 1) i) 2 +
          vecCons (![1, 1, 0] 2) (fun i => vecCons (![1, 1, 1] 2) (fun i => ![0, 1, 1] 2) i) 2 * ![1, 1, 1] 2) =
    7
```

Both errors report goals that `norm_num` left unfinished. The sums have been expanded, but entries at index 2, such as `![1, 1, 0] 2`, are still unevaluated, so the arithmetic can't be completed. Entries at indices 0 and 1 are covered by ordinary simp lemmas, which `norm_num` uses. Reading off the entry at index 2 is the work of a simproc, `Matrix.cons_val`, which `simp` runs by default and `norm_num` does not.

Replacing `norm_num` with `simp`, with the same list of definitions and lemmas, therefore turns every entry into a number. For the value −1, the ones and minus ones then cancel by simp lemmas, and `simp` closes the goal. For the value 7, a sum of positive real numerals remains, which `simp` doesn't fully evaluate. The added `norm_num` finishes it, since no vector entries are left to look up.

The change, after which it compiles:

```diff
@@ -25,6 +25,7 @@
     rw [hx]
     positivity
-  · norm_num [truncatedDamping, dotProduct, mulVec, Fin.sum_univ_three]
-  · norm_num [truncatedDamping, dotProduct, mulVec, Fin.sum_univ_three]
+  · simp [truncatedDamping, dotProduct, mulVec, Fin.sum_univ_three]
+  · simp [truncatedDamping, dotProduct, mulVec, Fin.sum_univ_three]
+    norm_num
 
 end
```
